# Löwdin orthogonalization moves each unit orbital by at most $1-\sqrt{1-d}$ when the absolute off-diagonal overlaps in each row sum to at most $d<1$

Let $a_i$ be finitely many unit vectors with overlap matrix $S_{ij}=\langle a_i|a_j\rangle$, and suppose that $\sum_{j\ne i}|S_{ij}|\le d<1$ for every $i$. Then $S$ is positive definite, and the Löwdin orbitals $u_i=\sum_j (S^{-1/2})_{ji}\,a_j$ satisfy

$$\|u_i-a_i\|\le 1-\sqrt{1-d}\quad\text{for every } i.$$

A sharper bound also holds, $\|u_i-a_i\|^2\le 2-\sqrt{1-d}-\sqrt{1+d}$. For two orbitals with $|S_{01}|=d$ it is an equality.

## Reading an orthogonalized orbital as the original one

Electronic-structure codes that use symmetric orthogonalization often give $u_i$ the label of $a_i$, for instance when they assign Löwdin populations to atoms. For a finite normalised set with small row sums, the bound limits how far the labelled orbital has moved. The number $d$ is read off $S$ without a diagonalization.

Atomic-orbital basis sets for molecules, even minimal ones, often have row sums above 1, and the bound then says nothing. Such a set may still be linearly independent: three unit vectors with all mutual overlaps 0.6 have row sums 1.2 and a positive definite $S$.

## From row sums to displacement

**Spectrum.** Let $Sv=\lambda v$ with $v\neq0$, and let $v_i$ be a component of largest modulus. Since $S_{ii}=1$, row $i$ reads $(\lambda-1)v_i=\sum_{j\ne i}S_{ij}v_j$, so $|\lambda-1|\le d$. This is Gershgorin's theorem. All eigenvalues lie in $[1-d,1+d]$ and are positive.

**Displacement.** From the definition of $u_j$,

$$\langle a_i|u_j\rangle=\sum_k S_{ik}(S^{-1/2})_{kj}=(S^{1/2})_{ij}.$$

Because $S^{-1/2}$ is Hermitian, $\langle u_i|u_j\rangle=(S^{-1/2}S^{1/2})_{ij}=\delta_{ij}$. Both $a_i$ and $u_i$ therefore have norm one, and

$$\|u_i-a_i\|^2=2-2(S^{1/2})_{ii}.$$

**Average.** Write $S=U\,\mathrm{diag}(\lambda_k)\,U^\dagger$ and $w_k=|U_{ik}|^2$. Then $\sum_k w_k=1$, $\sum_k w_k\lambda_k=S_{ii}=1$ and $(S^{1/2})_{ii}=\sum_k w_k\sqrt{\lambda_k}$.

**Chord.** Put $p=\sqrt{1-d}$ and $q=\sqrt{1+d}$, so that $p^2+q^2=2$. Expanding $(\sqrt{\lambda_k}-p)(q-\sqrt{\lambda_k})\ge0$ gives $(p+q)\sqrt{\lambda_k}\ge\lambda_k+pq$. Averaging with the weights,

$$(p+q)(S^{1/2})_{ii}\ge 1+pq=\tfrac12(p+q)^2,$$

hence $\|u_i-a_i\|^2\le 2-p-q$.

**Simpler form.** We have $(1-p)^2-(2-p-q)=\tfrac12(q-p)(2-p-q)$. This is non-negative, because $q\ge p$ and $4-2(p+q)=(p-1)^2+(q-1)^2\ge0$. Since $p\le1$, taking roots gives the first bound.

**Two orbitals.** Here $(S^2)_{ii}=1+d^2$, so $\sum_k w_k(\lambda_k-1)^2=d^2$. As $|\lambda_k-1|\le d$, only $\lambda_k=1\pm d$ can carry weight. The chord meets the square root at these points, and the estimate becomes an equality.

## The derivation in Lean

`spectralFun` applies a real function to the eigenvalues of a Hermitian matrix, and `spectralFun_calculus` shows that products of functions become matrix products. `eigenvalue_bound` calls Mathlib's Gershgorin theorem. `inner_lowdin`, `lowdin_orthonormal` and `displacement_sq` give the displacement formula, and `spectralFun_diag` supplies the average.

In `displacement_sq_le`, `nlinarith` receives the product $(\sqrt{\lambda_k}-p)(q-\sqrt{\lambda_k})\ge0$, and `Finset.sum_le_sum` does the averaging. `lowdin_displacement` passes to the simpler form. In `dimer_displacement_sq`, `hz` states that the non-negative terms $w_k\,(d^2-(\lambda_k-1)^2)$ sum to zero, and `hk` concludes that each one vanishes.

```lean
import Mathlib

open Matrix

noncomputable section

namespace LowdinDisplacement

variable {n E : Type*} [Fintype n] [DecidableEq n]
  [NormedAddCommGroup E] [InnerProductSpace ℂ E]

/-- The overlap matrix of a family of orbitals. -/
def overlap (a : n → E) : Matrix n n ℂ := Matrix.of fun i j => inner ℂ (a i) (a j)

/-- A real function applied to a Hermitian matrix through its eigenvalues. -/
def spectralFun {S : Matrix n n ℂ} (hS : S.IsHermitian) (f : ℝ → ℝ) : Matrix n n ℂ :=
  (hS.eigenvectorUnitary : Matrix n n ℂ) * diagonal (fun k => (f (hS.eigenvalues k) : ℂ)) *
    star (hS.eigenvectorUnitary : Matrix n n ℂ)

/-- The weight of basis state `i` in eigenvector `k` of a Hermitian matrix. -/
def weight {S : Matrix n n ℂ} (hS : S.IsHermitian) (i k : n) : ℝ :=
  Complex.normSq ((hS.eigenvectorUnitary : Matrix n n ℂ) i k)

/-- The inverse square root of a Hermitian matrix, meant for positive definite matrices. -/
def invSqrt {S : Matrix n n ℂ} (hS : S.IsHermitian) : Matrix n n ℂ :=
  spectralFun hS fun x => (√x)⁻¹

omit [Fintype n] [DecidableEq n] in
/-- The overlap matrix is Hermitian. -/
theorem overlap_isHermitian (a : n → E) : (overlap a).IsHermitian :=
  Matrix.IsHermitian.ext fun i j => inner_conj_symm (a i) (a j)

/-- The Löwdin orbitals: orbital `i` is the sum over `j` of `(S^(-1/2))_ji • a j`, where `S` is the
overlap matrix. Meant for linearly independent orbitals. -/
def lowdin (a : n → E) (i : n) : E := ∑ j, invSqrt (overlap_isHermitian a) j i • a j

/-- The identity function returns the matrix itself, and products of functions become
products of matrices. -/
theorem spectralFun_calculus {S : Matrix n n ℂ} (hS : S.IsHermitian) :
    spectralFun hS (fun x => x) = S ∧
    ∀ f g : ℝ → ℝ, spectralFun hS f * spectralFun hS g = spectralFun hS fun x => f x * g x := by
  constructor
  · have h := hS.spectral_theorem
    rw [Unitary.conjStarAlgAut_apply] at h
    exact h.symm
  · intro f g
    have hU := mem_unitaryGroup_iff'.1 hS.eigenvectorUnitary.2
    have hD : diagonal (fun k => (f (hS.eigenvalues k) : ℂ)) *
        diagonal (fun k => (g (hS.eigenvalues k) : ℂ)) =
        diagonal (fun k => ((f (hS.eigenvalues k) * g (hS.eigenvalues k) : ℝ) : ℂ)) := by
      rw [diagonal_mul_diagonal]
      simp
    unfold spectralFun
    rw [← hD]
    generalize (hS.eigenvectorUnitary : Matrix n n ℂ) = V at hU ⊢
    generalize diagonal (fun k => (f (hS.eigenvalues k) : ℂ)) = F
    generalize diagonal (fun k => (g (hS.eigenvalues k) : ℂ)) = G
    calc V * F * star V * (V * G * star V) = V * F * (star V * V) * G * star V := by
          simp only [mul_assoc]
      _ = V * (F * G) * star V := by rw [hU, mul_one, mul_assoc V F G]

/-- The weights of a basis state sum to one, and a diagonal element of a function of the
matrix is the weighted average of that function over the eigenvalues. -/
theorem spectralFun_diag {S : Matrix n n ℂ} (hS : S.IsHermitian) (i : n) :
    ∑ k, weight hS i k = 1 ∧ ∀ f : ℝ → ℝ,
      spectralFun hS f i i = ((∑ k, weight hS i k * f (hS.eigenvalues k) : ℝ) : ℂ) := by
  constructor
  · have h := congrFun (congrFun (mem_unitaryGroup_iff.1 hS.eigenvectorUnitary.2) i) i
    rw [Matrix.mul_apply, one_apply_eq] at h
    apply Complex.ofReal_injective
    rw [Complex.ofReal_sum, Complex.ofReal_one]
    refine Eq.trans (Finset.sum_congr rfl fun k _ => ?_) h
    rw [weight, ← Complex.mul_conj]
    rfl
  · intro f
    rw [spectralFun, Matrix.mul_apply, Complex.ofReal_sum]
    refine Finset.sum_congr rfl fun k _ => ?_
    rw [mul_diagonal, Matrix.star_apply, Complex.ofReal_mul, weight, ← Complex.mul_conj,
      Complex.star_def]
    ring

/-- For unit vectors whose off-diagonal absolute overlap row sums are at most `d`, every
eigenvalue of the overlap matrix lies within `d` of one. -/
theorem eigenvalue_bound {a : n → E} {d : ℝ} (ha : ∀ i, ‖a i‖ = 1)
    (hd : ∀ i, ∑ j ∈ Finset.univ.erase i, ‖overlap a i j‖ ≤ d) (k : n) :
    |(overlap_isHermitian a).eigenvalues k - 1| ≤ d := by
  have hS := overlap_isHermitian a
  have hv : overlap a *ᵥ (hS.eigenvectorBasis k).ofLp =
      (hS.eigenvalues k : ℂ) • (hS.eigenvectorBasis k).ofLp := by
    ext j
    have h := congrFun (hS.mulVec_eigenvectorBasis k) j
    simpa using h
  have hne : (hS.eigenvectorBasis k).ofLp ≠ 0 := by
    intro h
    apply hS.eigenvectorBasis.orthonormal.ne_zero k
    ext j
    exact congrFun h j
  have hev : Module.End.HasEigenvalue (Matrix.toLin' (overlap a)) (hS.eigenvalues k : ℂ) :=
    Module.End.hasEigenvalue_of_hasEigenvector
      ⟨Module.End.mem_eigenspace_iff.2 (by rw [Matrix.toLin'_apply]; exact hv), hne⟩
  -- Gershgorin's discs are all centred at one
  obtain ⟨i, hi⟩ := eigenvalue_mem_ball hev
  have h1 : overlap a i i = 1 := by simp [overlap, inner_self_eq_norm_sq_to_K, ha]
  rw [Metric.mem_closedBall, dist_eq_norm, h1, ← Complex.ofReal_one, ← Complex.ofReal_sub,
    Complex.norm_real, Real.norm_eq_abs] at hi
  exact hi.trans (hd i)

/-- The overlap of an original orbital with a Löwdin orbital is an element of `S^(1/2)`,
where `S` is the overlap matrix. -/
theorem inner_lowdin (a : n → E) (i j : n) :
    inner ℂ (a i) (lowdin a j) = spectralFun (overlap_isHermitian a) (fun x => √x) i j := by
  have hS := overlap_isHermitian a
  have h : overlap a * invSqrt hS = spectralFun hS fun x => √x := by
    have h2 := (spectralFun_calculus hS).2 (fun x => x) (fun x => (√x)⁻¹)
    rw [(spectralFun_calculus hS).1] at h2
    refine h2.trans (congrArg (spectralFun hS) (funext fun x => ?_))
    rw [← div_eq_mul_inv, Real.div_sqrt]
  rw [← h, Matrix.mul_apply, lowdin, inner_sum]
  refine Finset.sum_congr rfl fun k _ => ?_
  rw [inner_smul_right, mul_comm]
  rfl

/-- If all eigenvalues of the overlap matrix are positive, the Löwdin orbitals are
orthonormal. -/
theorem lowdin_orthonormal (a : n → E)
    (hpos : ∀ k, 0 < (overlap_isHermitian a).eigenvalues k) : Orthonormal ℂ (lowdin a) := by
  have hS := overlap_isHermitian a
  have hT : (invSqrt hS)ᴴ = invSqrt hS := by
    have hD : (diagonal (fun k => (((√(hS.eigenvalues k))⁻¹ : ℝ) : ℂ)))ᴴ =
        diagonal (fun k => (((√(hS.eigenvalues k))⁻¹ : ℝ) : ℂ)) := by
      rw [diagonal_conjTranspose]
      exact congrArg diagonal (funext fun k => Complex.conj_ofReal _)
    unfold invSqrt spectralFun
    rw [star_eq_conjTranspose, conjTranspose_mul, conjTranspose_mul,
      conjTranspose_conjTranspose, hD, Matrix.mul_assoc]
  have h1 : invSqrt hS * spectralFun hS (fun x => √x) = 1 := by
    have hD : (fun k => (((√(hS.eigenvalues k))⁻¹ * √(hS.eigenvalues k) : ℝ) : ℂ)) =
        fun _ => 1 := by
      funext k
      rw [inv_mul_cancel₀ (Real.sqrt_pos.2 (hpos k)).ne', Complex.ofReal_one]
    refine ((spectralFun_calculus hS).2 _ _).trans ?_
    unfold spectralFun
    rw [hD, diagonal_one, mul_one]
    exact mem_unitaryGroup_iff.1 hS.eigenvectorUnitary.2
  rw [orthonormal_iff_ite]
  intro i j
  rw [← Matrix.one_apply, ← h1, ← hT, Matrix.mul_apply]
  change inner ℂ (∑ k, invSqrt hS k i • a k) (lowdin a j) = _
  rw [sum_inner]
  refine Finset.sum_congr rfl fun k _ => ?_
  rw [inner_smul_left, inner_lowdin]
  rfl

/-- For unit vectors with positive overlap eigenvalues, the squared displacement of orbital `i` is
`2 - 2 (S^(1/2))_ii`, where `S` is the overlap matrix and the diagonal element is written as a
weighted average over the eigenvalues. -/
theorem displacement_sq {a : n → E} (ha : ∀ i, ‖a i‖ = 1)
    (hpos : ∀ k, 0 < (overlap_isHermitian a).eigenvalues k) (i : n) :
    ‖lowdin a i - a i‖ ^ 2 = 2 - 2 * ∑ k, weight (overlap_isHermitian a) i k *
      √((overlap_isHermitian a).eigenvalues k) := by
  have hre : RCLike.re (inner ℂ (a i) (lowdin a i)) = ∑ k, weight (overlap_isHermitian a) i k *
      √((overlap_isHermitian a).eigenvalues k) := by
    rw [inner_lowdin, (spectralFun_diag _ i).2]
    exact Complex.ofReal_re _
  rw [norm_sub_rev, norm_sub_sq (𝕜 := ℂ), hre, ha, (lowdin_orthonormal a hpos).1 i]
  ring

/-- For unit vectors with off-diagonal absolute overlap row sums at most `d < 1`, the squared
displacement of each orbital is at most `2 - √(1-d) - √(1+d)`. -/
theorem displacement_sq_le {a : n → E} {d : ℝ} (ha : ∀ i, ‖a i‖ = 1) (hd1 : d < 1)
    (hd : ∀ i, ∑ j ∈ Finset.univ.erase i, ‖overlap a i j‖ ≤ d) (i : n) :
    ‖lowdin a i - a i‖ ^ 2 ≤ 2 - √(1 - d) - √(1 + d) := by
  have hS := overlap_isHermitian a
  have hb : ∀ k, 1 - d ≤ hS.eigenvalues k ∧ hS.eigenvalues k ≤ 1 + d := fun k => by
    have h := abs_le.1 (eigenvalue_bound ha hd k)
    constructor <;> linarith [h.1, h.2]
  have hpos : ∀ k, 0 < hS.eigenvalues k := fun k => by linarith [(hb k).1]
  have hd0 : 0 ≤ d := (Finset.sum_nonneg fun _ _ => norm_nonneg _).trans (hd i)
  have h0 := (spectralFun_diag hS i).1
  have h1 : ∑ k, weight hS i k * hS.eigenvalues k = 1 := by
    have h := (spectralFun_diag hS i).2 fun x => x
    have hii : overlap a i i = 1 := by simp [overlap, inner_self_eq_norm_sq_to_K, ha]
    rw [(spectralFun_calculus hS).1, hii] at h
    exact Complex.ofReal_injective (h.symm.trans Complex.ofReal_one.symm)
  rw [displacement_sq ha hpos i]
  have hs := Real.sq_sqrt (show 0 ≤ 1 - d by linarith)
  have ht := Real.sq_sqrt (show 0 ≤ 1 + d by linarith)
  have hs0 : 0 < √(1 - d) := Real.sqrt_pos.2 (by linarith)
  have ht0 : 0 < √(1 + d) := Real.sqrt_pos.2 (by linarith)
  -- the square root lies above its chord
  have hk : ∀ k, weight hS i k * (hS.eigenvalues k + √(1 - d) * √(1 + d)) ≤
      weight hS i k * ((√(1 - d) + √(1 + d)) * √(hS.eigenvalues k)) := fun k => by
    refine mul_le_mul_of_nonneg_left ?_ (Complex.normSq_nonneg _)
    nlinarith [mul_nonneg (sub_nonneg.2 (Real.sqrt_le_sqrt (hb k).1))
      (sub_nonneg.2 (Real.sqrt_le_sqrt (hb k).2)), Real.sq_sqrt (hpos k).le]
  have hsum := Finset.sum_le_sum (s := Finset.univ) fun k _ => hk k
  have e2 : ∑ k, weight hS i k * ((√(1 - d) + √(1 + d)) * √(hS.eigenvalues k)) =
      (√(1 - d) + √(1 + d)) * ∑ k, weight hS i k * √(hS.eigenvalues k) := by
    rw [Finset.mul_sum]
    exact Finset.sum_congr rfl fun k _ => by ring
  rw [e2] at hsum
  simp only [mul_add, Finset.sum_add_distrib, ← Finset.sum_mul, h0, h1, one_mul] at hsum
  have hfin : (√(1 - d) + √(1 + d)) * (√(1 - d) + √(1 + d)) ≤ (√(1 - d) + √(1 + d)) *
      (2 * ∑ k, weight hS i k * √(hS.eigenvalues k)) := by nlinarith
  linarith [le_of_mul_le_mul_left hfin (by positivity)]

open scoped ComplexOrder in
/-- For unit vectors with off-diagonal absolute overlap row sums at most `d < 1`, the overlap
matrix is positive definite and each Löwdin orbital lies within `1 - √(1-d)` of its original. -/
theorem lowdin_displacement {a : n → E} {d : ℝ} (ha : ∀ i, ‖a i‖ = 1) (hd1 : d < 1)
    (hd : ∀ i, ∑ j ∈ Finset.univ.erase i, ‖overlap a i j‖ ≤ d) :
    (overlap a).PosDef ∧ ∀ i, ‖lowdin a i - a i‖ ≤ 1 - √(1 - d) := by
  constructor
  · refine (overlap_isHermitian a).posDef_iff_eigenvalues_pos.2 fun k => ?_
    linarith [(abs_le.1 (eigenvalue_bound ha hd k)).1]
  · intro i
    have hd0 : 0 ≤ d := (Finset.sum_nonneg fun _ _ => norm_nonneg _).trans (hd i)
    have h := displacement_sq_le ha hd1 hd i
    have hs := Real.sq_sqrt (show 0 ≤ 1 - d by linarith)
    have ht := Real.sq_sqrt (show 0 ≤ 1 + d by linarith)
    have hst : √(1 - d) ≤ √(1 + d) := Real.sqrt_le_sqrt (by linarith)
    have hs1 : √(1 - d) ≤ 1 := Real.sqrt_le_iff.2 ⟨zero_le_one, by linarith⟩
    have h2 : √(1 - d) + √(1 + d) ≤ 2 := by
      nlinarith [sq_nonneg (√(1 - d) - 1), sq_nonneg (√(1 + d) - 1)]
    have hsq : ‖lowdin a i - a i‖ ^ 2 ≤ (1 - √(1 - d)) ^ 2 := by
      nlinarith [mul_nonneg (sub_nonneg.2 hst) (sub_nonneg.2 h2)]
    exact (abs_le.1 (abs_le_of_sq_le_sq hsq (by linarith))).2

/-- For two unit vectors whose overlap has modulus `d < 1`, the squared displacement of
either orbital equals `2 - √(1-d) - √(1+d)`. -/
theorem dimer_displacement_sq {a : Fin 2 → E} {d : ℝ} (ha : ∀ i, ‖a i‖ = 1) (hd1 : d < 1)
    (h01 : ‖overlap a 0 1‖ = d) (i : Fin 2) :
    ‖lowdin a i - a i‖ ^ 2 = 2 - √(1 - d) - √(1 + d) := by
  have hS := overlap_isHermitian a
  have hd0 : 0 ≤ d := h01 ▸ norm_nonneg _
  have h10 : star (overlap a 0 1) = overlap a 1 0 := hS.apply 1 0
  have hd : ∀ i, ∑ j ∈ Finset.univ.erase i, ‖overlap a i j‖ ≤ d := by
    refine Fin.forall_fin_two.2 ⟨?_, ?_⟩
    · rw [show Finset.univ.erase (0 : Fin 2) = {1} by decide, Finset.sum_singleton, h01]
    · rw [show Finset.univ.erase (1 : Fin 2) = {0} by decide, Finset.sum_singleton, ← h10,
        norm_star, h01]
  have hb := fun k => abs_le.1 (eigenvalue_bound ha hd k)
  have hpos : ∀ k, 0 < hS.eigenvalues k := fun k => by linarith [(hb k).1]
  have hii : ∀ i, overlap a i i = 1 := fun i => by
    simp [overlap, inner_self_eq_norm_sq_to_K, ha]
  have h0 := (spectralFun_diag hS i).1
  have h1 : ∑ k, weight hS i k * hS.eigenvalues k = 1 := by
    have h := (spectralFun_diag hS i).2 fun x => x
    rw [(spectralFun_calculus hS).1, hii] at h
    exact Complex.ofReal_injective (h.symm.trans Complex.ofReal_one.symm)
  have hp : overlap a 0 1 * overlap a 1 0 = ((d ^ 2 : ℝ) : ℂ) := by
    rw [← h10, Complex.star_def, Complex.mul_conj, Complex.normSq_eq_norm_sq, h01]
  have hSS : ∀ i, (overlap a * overlap a) i i = ((1 + d ^ 2 : ℝ) : ℂ) := by
    refine Fin.forall_fin_two.2 ⟨?_, ?_⟩
    · rw [Matrix.mul_apply, Fin.sum_univ_two, hii 0, hp]
      push_cast
      ring
    · rw [Matrix.mul_apply, Fin.sum_univ_two, hii 1, mul_comm (overlap a 1 0), hp]
      push_cast
      ring
  have h2 : ∑ k, weight hS i k * (hS.eigenvalues k * hS.eigenvalues k) = 1 + d ^ 2 := by
    have h := (spectralFun_diag hS i).2 fun x => x * x
    rw [← (spectralFun_calculus hS).2 (fun x => x) (fun x => x),
      (spectralFun_calculus hS).1, hSS] at h
    exact Complex.ofReal_injective h.symm
  rw [displacement_sq ha hpos i]
  rw [Fin.sum_univ_two] at h0 h1 h2 ⊢
  have hs := Real.sq_sqrt (show 0 ≤ 1 - d by linarith)
  have ht := Real.sq_sqrt (show 0 ≤ 1 + d by linarith)
  have hs0 : 0 < √(1 - d) := Real.sqrt_pos.2 (by linarith)
  have ht0 : 0 < √(1 + d) := Real.sqrt_pos.2 (by linarith)
  have hn : ∀ k, 0 ≤ weight hS i k * (d ^ 2 - (hS.eigenvalues k - 1) ^ 2) := fun k =>
    mul_nonneg (Complex.normSq_nonneg _) (by nlinarith [(hb k).1, (hb k).2])
  have hz : weight hS i 0 * (d ^ 2 - (hS.eigenvalues 0 - 1) ^ 2) +
      weight hS i 1 * (d ^ 2 - (hS.eigenvalues 1 - 1) ^ 2) = 0 := by
    linear_combination (d ^ 2 - 1) * h0 + 2 * h1 - h2
  -- only the end points of the spectral interval carry weight
  have hk : ∀ k, weight hS i k * (d ^ 2 - (hS.eigenvalues k - 1) ^ 2) = 0 :=
    Fin.forall_fin_two.2 ⟨by linarith [hn 0, hn 1], by linarith [hn 0, hn 1]⟩
  have hc : ∀ k, weight hS i k * ((√(1 - d) + √(1 + d)) * √(hS.eigenvalues k)) =
      weight hS i k * (hS.eigenvalues k + √(1 - d) * √(1 + d)) := fun k => by
    rcases mul_eq_zero.1 (hk k) with h | h
    · rw [h, zero_mul, zero_mul]
    · have hf : (hS.eigenvalues k - (1 - d)) * (hS.eigenvalues k - (1 + d)) = 0 := by
        linear_combination -h
      rcases mul_eq_zero.1 hf with h | h
      · rw [sub_eq_zero.1 h]
        linear_combination weight hS i k * hs
      · rw [sub_eq_zero.1 h]
        linear_combination weight hS i k * ht
  have hne : √(1 - d) + √(1 + d) ≠ 0 := by positivity
  apply mul_left_cancel₀ hne
  linear_combination (-2) * hc 0 - 2 * hc 1 - 2 * h1 -
    2 * √(1 - d) * √(1 + d) * h0 + hs + ht

end LowdinDisplacement
```

```lean
#print axioms LowdinDisplacement.displacement_sq_le
#print axioms LowdinDisplacement.lowdin_displacement
#print axioms LowdinDisplacement.dimer_displacement_sq
```

```
'LowdinDisplacement.displacement_sq_le' depends on axioms: [propext, Classical.choice, Quot.sound]
'LowdinDisplacement.lowdin_displacement' depends on axioms: [propext, Classical.choice, Quot.sound]
'LowdinDisplacement.dimer_displacement_sq' depends on axioms: [propext, Classical.choice, Quot.sound]
```

## What the theorems promise for a computed overlap matrix

`lowdin_displacement` says: for a family `a` indexed by a finite type `n` in a complex inner product space `E`, if every vector has norm one (`ha`), `d < 1` (`hd1`) and every off-diagonal absolute row sum is at most `d` (`hd`), then `overlap a` is positive definite and every `lowdin a i` lies within `1 - √(1 - d)` of `a i`. The space `E` may be infinite-dimensional; only the number of orbitals is finite. The inner product is conjugate-linear in its first argument, and `weight hS i k` is the $w_k$ above.

The row-sum condition is an assumption about the orbitals, to be checked for each geometry and basis. It limits the sum of the absolute overlaps of each orbital with all the others. The individual overlaps need not be small: for two orbitals, any overlap of modulus below 1 is allowed. At $d=1$ positive definiteness can fail: two identical unit vectors have row sums 1 and a singular $S$.

`invSqrt` is defined for every Hermitian matrix, but it is the true inverse square root only when all eigenvalues are positive, as they are under these hypotheses.

The step left to the user is from inner products to stored numbers. A program holds integrals with rounding errors, and with quadrature errors if it integrates numerically, and it computes $S^{-1/2}$ in floating point. Its orbitals can therefore differ from `lowdin a i` by an amount that needs a separate estimate. The same applies if the code discards eigenvectors of $S$ below a threshold, since it then builds different orbitals.
